# The number of integer triples (a, b, d) with a, d > 0, ad = N and 0 ≤ b < a is the sum of the divisors of N

For a natural number N ≥ 1, the theorem counts the integer triples (a, b, d) with a and d positive, ad = N and 0 ≤ b < a, and says that their number is the sum of the positive divisors of N. The statement is pure arithmetic: it involves no Hamiltonian, state or other physical model. The attempt pairs each divisor a of N with an offset b from 0 to a − 1, and sends the pair to the triple (a, b, N/a). It shows that this map is injective and that its image is exactly the set of triples, so that each divisor a contributes a triples to the count.

As first written in Lean, the proof fails:

```lean
import Mathlib

open Finset

namespace NcardReducedTriples

/-- The integer triples `(a, b, d)` with `a, d > 0`, `a d = N` and `0 ≤ b < a`. -/
def reducedTriples (N : ℕ) : Set (ℤ × ℤ × ℤ) :=
  {t | 0 < t.1 ∧ 0 < t.2.2 ∧ t.1 * t.2.2 = N ∧ 0 ≤ t.2.1 ∧ t.2.1 < t.1}

/-- For `N ≥ 1` the number of reduced triples is the sum of the divisors of `N`. -/
theorem ncard_reducedTriples {N : ℕ} (hN : 0 < N) :
    (reducedTriples N).ncard = ∑ a ∈ N.divisors, a := by
  -- choose a divisor `a`, then one of the `a` offsets `b`
  let f : (Σ _ : ℕ, ℕ) → ℤ × ℤ × ℤ := fun p => ((p.1 : ℤ), (p.2 : ℤ), ((N / p.1 : ℕ) : ℤ))
  have hf : Function.Injective f := by
    rintro ⟨a, b⟩ ⟨a', b'⟩ h
    simp only [f, Prod.mk.injEq, Nat.cast_inj] at h
    obtain ⟨rfl, rfl, -⟩ := h
    rfl
  have hset : reducedTriples N =
      ↑((N.divisors.sigma fun a => Finset.range a).image f) := by
    ext ⟨a, b, d⟩
    simp only [Finset.coe_image, Set.mem_image, Finset.mem_coe, Finset.mem_sigma,
      Finset.mem_range, Nat.mem_divisors]
    constructor
    · rintro ⟨ha, hd, had, hb, hba⟩
      dsimp only at ha hd had hb hba
      lift a to ℕ using ha.le
      lift b to ℕ using hb
      lift d to ℕ using hd.le
      have had' : a * d = N := by exact_mod_cast had
      have ha' : 0 < a := by exact_mod_cast ha
      have hq : N / a = d := by rw [← had']; exact Nat.mul_div_cancel_left d ha'
      refine ⟨⟨a, b⟩, ⟨⟨⟨d, had'.symm⟩, hN.ne'⟩, by exact_mod_cast hba⟩, ?_⟩
      simp only [f, hq]
    · rintro ⟨⟨a', b'⟩, ⟨⟨hdiv, -⟩, hb⟩, h⟩
      dsimp only at hdiv hb
      simp only [f, Prod.mk.injEq] at h
      obtain ⟨rfl, rfl, rfl⟩ := h
      have ha : 0 < a' := Nat.pos_of_dvd_of_pos hdiv hN
      have hq : 0 < N / a' := Nat.div_pos (Nat.le_of_dvd hN hdiv) ha
      have hm : a' * (N / a') = N := Nat.mul_div_cancel' hdiv
      exact ⟨Int.natCast_pos.2 ha, Int.natCast_pos.2 hq, by exact_mod_cast hm,
        Int.natCast_nonneg b', Int.ofNat_lt.2 hb⟩
  rw [hset, Set.ncard_coe_finset, Finset.card_image_of_injective _ hf, Finset.card_sigma]
  simp only [Finset.card_range]

end NcardReducedTriples
```

Lean reports:

```
Main.lean:44:60: error: mod_cast has type
  a' * (N / a') = N
but is expected to have type
  (↑a', ↑b', ↑(N / a')).1 * (↑a', ↑b', ↑(N / a')).2.2 = ↑N
```

Diagnosis. The error is in the converse inclusion, where the proof must show that the triple built from `a'` and `b'` satisfies ad = N. The fact `hm` says this in the natural numbers, while the goal says it in the integers, and `exact_mod_cast` was meant to bridge the two. But the goal still has its factors written as projections of a tuple, `(↑a', ↑b', ↑(N / a')).1` and `(↑a', ↑b', ↑(N / a')).2.2`. The cast normalisation did not reduce these projections, so it did not see a product of two casts that it could merge into the cast of a product. The goal stayed in the integers and `hm` did not fit.

The repair states the integer equation separately as `hm'`, with no projections. There `← Nat.cast_mul` merges the two casts, and `hm` turns the product into `N`. Supplying `hm'` directly then works, because Lean only has to check that its type agrees with the goal by definition, and the projections reduce in that check.

The repair, with which the file compiles:

```diff
@@ -42,5 +42,6 @@
       have hq : 0 < N / a' := Nat.div_pos (Nat.le_of_dvd hN hdiv) ha
       have hm : a' * (N / a') = N := Nat.mul_div_cancel' hdiv
-      exact ⟨Int.natCast_pos.2 ha, Int.natCast_pos.2 hq, by exact_mod_cast hm,
+      have hm' : (a' : ℤ) * ((N / a' : ℕ) : ℤ) = (N : ℤ) := by rw [← Nat.cast_mul, hm]
+      exact ⟨Int.natCast_pos.2 ha, Int.natCast_pos.2 hq, hm',
         Int.natCast_nonneg b', Int.ofNat_lt.2 hb⟩
   rw [hset, Set.ncard_coe_finset, Finset.card_image_of_injective _ hf, Finset.card_sigma]
```
